# Three-cycle updates alone, started from the identity, shift the sampled boson energy by $Z_F(E_F-E_B)/(Z_B+Z_F)$

## Three bosons and only three-particle exchanges

I have three identical bosons in a path-integral Monte Carlo simulation. The run starts with every path closing on itself, and the only permutation update is a cyclic exchange of all three particles. These moves are accepted often, and every particle takes part in them. Do I still get the bosonic energy? If not, can the error be written in terms of known quantities, or does it depend on the details of the interaction?

## The run stays among the even permutations

You don't get the bosonic energy in general. From the identity, your updates reach the two three-cycles and nothing else. The three pair exchanges are odd, and a three-cycle never changes the sign of a permutation.

Here is an instance with invented numbers, energies being in arbitrary units:

| permutations | weight of each | energy estimator |
|---|---|---|
| identity | $4$ | $5$ |
| two three-cycles | $1/2$ | $1$ |
| three pair exchanges | $1$ | $3$ |

The even permutations have total weight $5$ and the odd ones $3$, so the unsigned sum is $Z_B=8$ and the signed sum is $Z_F=2$. In a real system these sums are, up to a common factor, the partition functions of the bosons and of spinless fermions with the same Hamiltonian. The energies are $E_B=(21+9)/8=3.75$ and $E_F=(21-9)/2=6$. Your run averages over the even permutations only and gives $21/5=4.2$, which is too high by $0.45$. This equals $Z_F(E_F-E_B)/(Z_B+Z_F)=2\cdot 2.25/10$.

The same formula holds for any finite number of particles when the run starts from the identity and its permutation updates are the cyclic exchanges of any three particles, if the permutation weights are positive and differentiable in the inverse temperature $\beta$ and $Z_F>0$. The interaction enters only through $Z_B$, $Z_F$ and their energies.

### From reachable permutations to the energy shift

Let $w_\sigma(\beta)$ be the weight of permutation $\sigma$, and $\operatorname{sgn}\sigma=\pm1$ its sign. Define
$$Z_B=\sum_\sigma w_\sigma,\qquad Z_F=\sum_\sigma \operatorname{sgn}(\sigma)\,w_\sigma,\qquad E=-(\log Z)',$$
where the prime is the derivative in $\beta$. The energy estimator, averaged over the paths with permutation $\sigma$, is $\varepsilon_\sigma=-(\log w_\sigma)'$.

**Which permutations are reached.** A chain of updates turns $\sigma$ into $\tau=m_k\cdots m_1\sigma$, so $\tau\sigma^{-1}$ is a product of three-cycles and hence even. Conversely, an even permutation is a product of an even number of pair exchanges, which can be grouped in twos. Two equal exchanges cancel, and for distinct $a,b,c,d$
$$(a\,b)(b\,c)=(a\,b\,c),\qquad (a\,b)(c\,d)=(a\,b\,c)(b\,c\,d).$$
So $\tau$ is reachable from $\sigma$ exactly when the signs agree.

**Sums over the reached sector.** For a start of sign $s$, the factor $(1+s\operatorname{sgn}\sigma)/2$ is $1$ on reachable permutations and $0$ on the others. For any $f$,
$$\sum_{\text{reached}}f_\sigma=\tfrac12\Big(\sum_\sigma f_\sigma+s\sum_\sigma\operatorname{sgn}(\sigma)f_\sigma\Big).$$

**Energies as sums.** Since $w_\sigma\varepsilon_\sigma=-w_\sigma'$, differentiating the two partition functions gives
$$Z_BE_B=-Z_B'=\sum_\sigma w_\sigma\varepsilon_\sigma,\qquad Z_FE_F=-Z_F'=\sum_\sigma\operatorname{sgn}(\sigma)w_\sigma\varepsilon_\sigma.$$

**Division.** Taking $f=w\varepsilon$ in the numerator and $f=w$ in the denominator, the sampled energy is
$$E_{\text{samp}}=\frac{Z_BE_B+sZ_FE_F}{Z_B+sZ_F},\qquad E_{\text{samp}}-E_B=\frac{sZ_F(E_F-E_B)}{Z_B+sZ_F}.$$
The denominator is twice the weight of a sector that contains the start, so it is positive. In the example, a start from a pair exchange gives $9/3=3$, an error of $-0.75=-2\cdot2.25/6$.

### What happens in a running simulation

In one common scheme, a permutation update picks a few particles and a window of imaginary time, reconnects the path segments cyclically, regrows them inside the window, and accepts or rejects the result. If only three-particle reconnections are proposed, your three-boson run records either three separate paths or one path winding through all three particles. It never records a pair of exchanged particles next to a single one. The energy average can settle with small error bars and still be the average over the even sector.

### The Lean development

```lean
import Mathlib

open Equiv Equiv.Perm

namespace PermutationUpdateErgodicity

noncomputable section

variable {α : Type*} [Fintype α] [DecidableEq α]

/-- The permutation `τ` can be reached from `σ` by finitely many updates, each of which
multiplies the current permutation by a move from the set `M`. -/
def Reachable (M : Set (Perm α)) (σ τ : Perm α) : Prop :=
  Relation.ReflTransGen (fun p q => ∃ m ∈ M, q = m * p) σ τ

/-- The move set consisting of all cyclic exchanges of three particles. -/
def threeCycles : Set (Perm α) := {m | m.IsThreeCycle}

/-- The move set consisting of all exchanges of two particles. -/
def pairExchanges : Set (Perm α) := {m | m.IsSwap}

/-- The sign of a permutation as a real number. -/
def parity (σ : Perm α) : ℝ := ((sign σ : ℤ) : ℝ)

/-- The bosonic partition function: the unsigned sum of the permutation weights. -/
def bosonZ (w : Perm α → ℝ → ℝ) (β : ℝ) : ℝ := ∑ σ, w σ β

/-- The fermionic partition function: the signed sum of the permutation weights. -/
def fermionZ (w : Perm α → ℝ → ℝ) (β : ℝ) : ℝ := ∑ σ, parity σ * w σ β

/-- The energy `-(log Z)'` at inverse temperature `β`, for `Z` positive and differentiable
at `β`. -/
def energy (Z : ℝ → ℝ) (β : ℝ) : ℝ := -deriv (fun b => Real.log (Z b)) β

open Classical in
/-- The sampled energy: the average of the estimator `-(log w)'` over the permutations reachable
from `σ₀` with moves `M`, weighted by `w`, for weights positive and differentiable at `β`. -/
def sampledEnergy (M : Set (Perm α)) (σ₀ : Perm α) (w : Perm α → ℝ → ℝ) (β : ℝ) : ℝ :=
  (∑ σ with Reachable M σ₀ σ, w σ β * energy (w σ) β) / ∑ σ with Reachable M σ₀ σ, w σ β

omit [Fintype α] [DecidableEq α] in
/-- If every move can be undone by a move, `τ` is reachable from `σ` exactly when `τ σ⁻¹` lies
in the group generated by the moves. -/
theorem reachable_iff_mem_closure {M : Set (Perm α)} (hM : ∀ m ∈ M, m⁻¹ ∈ M) (σ τ : Perm α) :
    Reachable M σ τ ↔ τ * σ⁻¹ ∈ Subgroup.closure M := by
  constructor
  · intro h
    unfold Reachable at h
    induction h with
    | refl => rw [mul_inv_cancel]; exact one_mem _
    | tail _ hs ih =>
      obtain ⟨m, hm, rfl⟩ := hs
      rw [mul_assoc]
      exact mul_mem (Subgroup.subset_closure hm) ih
  · intro hg
    -- every group element can be applied, and undone, by a chain of moves
    have key : ∀ g ∈ Subgroup.closure M, ∀ p : Perm α,
        Reachable M p (g * p) ∧ Reachable M (g * p) p := by
      intro g hg
      induction hg using Subgroup.closure_induction with
      | mem m hm =>
        intro p
        exact ⟨Relation.ReflTransGen.single ⟨m, hm, rfl⟩,
          Relation.ReflTransGen.single ⟨m⁻¹, hM m hm, (inv_mul_cancel_left m p).symm⟩⟩
      | one =>
        intro p
        rw [one_mul]
        exact ⟨Relation.ReflTransGen.refl, Relation.ReflTransGen.refl⟩
      | mul a b _ _ ha hb =>
        intro p
        rw [mul_assoc]
        exact ⟨Relation.ReflTransGen.trans (hb p).1 (ha (b * p)).1,
          Relation.ReflTransGen.trans (ha (b * p)).2 (hb p).2⟩
      | inv a _ ha =>
        intro p
        have h := ha (a⁻¹ * p)
        rw [mul_inv_cancel_left] at h
        exact ⟨h.2, h.1⟩
    have h := (key _ hg σ).1
    rwa [inv_mul_cancel_right] at h

/-- Three-cycle updates connect two permutations exactly when they have the same sign. -/
theorem reachable_threeCycles_iff (σ τ : Perm α) :
    Reachable threeCycles σ τ ↔ sign σ = sign τ := by
  have hc : Subgroup.closure (threeCycles : Set (Perm α)) = alternatingGroup α :=
    closure_three_cycles_eq_alternating
  have hinv : ∀ m ∈ (threeCycles : Set (Perm α)), m⁻¹ ∈ (threeCycles : Set (Perm α)) :=
    fun m hm => IsThreeCycle.inv hm
  rw [reachable_iff_mem_closure hinv, hc, mem_alternatingGroup, map_mul, map_inv,
    mul_inv_eq_one]
  exact eq_comm

/-- From any permutation `σ`, three-cycle updates never reach `σ` followed by a single exchange of
two distinct particles. -/
theorem pair_exchange_not_reachable (σ : Perm α) {i j : α} (hij : i ≠ j) :
    ¬ Reachable threeCycles σ (swap i j * σ) := by
  rw [reachable_threeCycles_iff, map_mul, sign_swap hij]
  rcases Int.units_eq_one_or (sign σ) with h | h <;> rw [h] <;> decide

open Classical in
/-- A sum over the permutations reachable by three-cycles is half the unsigned sum plus half the
signed sum times the sign of the starting permutation. -/
theorem sector_sum (σ₀ : Perm α) (f : Perm α → ℝ) :
    ∑ σ with Reachable threeCycles σ₀ σ, f σ
      = (∑ σ, f σ + parity σ₀ * ∑ σ, parity σ * f σ) / 2 := by
  have cases (p : Perm α) : sign p = 1 ∧ parity p = 1 ∨ sign p = -1 ∧ parity p = -1 := by
    rcases Int.units_eq_one_or (sign p) with h | h
    · exact Or.inl ⟨h, by simp [parity, h]⟩
    · exact Or.inr ⟨h, by simp [parity, h]⟩
  rw [Finset.sum_filter, Finset.mul_sum, ← Finset.sum_add_distrib, Finset.sum_div]
  refine Finset.sum_congr rfl fun σ _ => ?_
  have key := reachable_threeCycles_iff σ₀ σ
  -- equal signs keep the term, opposite signs cancel it
  rcases cases σ₀ with ⟨h₀, p₀⟩ | ⟨h₀, p₀⟩ <;> rcases cases σ with ⟨h, p⟩ | ⟨h, p⟩
  · rw [if_pos (key.2 (h₀.trans h.symm)), p₀, p]; ring
  · rw [if_neg (fun hr => absurd (key.1 hr) (by rw [h₀, h]; decide)), p₀, p]; ring
  · rw [if_neg (fun hr => absurd (key.1 hr) (by rw [h₀, h]; decide)), p₀, p]; ring
  · rw [if_pos (key.2 (h₀.trans h.symm)), p₀, p]; ring

/-- Where `Z` is differentiable and nonzero, `Z` times its energy is minus the derivative
of `Z`. -/
theorem mul_energy {Z : ℝ → ℝ} {Z' β : ℝ} (h : HasDerivAt Z Z' β) (h0 : Z β ≠ 0) :
    Z β * energy Z β = -Z' := by
  unfold energy
  rw [(h.log h0).deriv]
  field_simp

/-- For weights positive and differentiable at `β`, the bosonic partition function times its
energy is the weighted sum of the energy estimators. -/
theorem boson_mul_energy {w : Perm α → ℝ → ℝ} {β : ℝ} (hw : ∀ σ, 0 < w σ β)
    (hd : ∀ σ, DifferentiableAt ℝ (w σ) β) :
    bosonZ w β * energy (bosonZ w) β = ∑ σ, w σ β * energy (w σ) β := by
  have h : HasDerivAt (fun b => ∑ σ, w σ b) (∑ σ, deriv (w σ) β) β :=
    HasDerivAt.fun_sum fun σ _ => (hd σ).hasDerivAt
  have hpos : 0 < bosonZ w β := Finset.sum_pos (fun σ _ => hw σ) Finset.univ_nonempty
  rw [mul_energy (Z := bosonZ w) h hpos.ne', ← Finset.sum_neg_distrib]
  exact Finset.sum_congr rfl fun σ _ => (mul_energy (hd σ).hasDerivAt (hw σ).ne').symm

/-- Three-cycle sampling from any start `σ₀` of sign `s`: for weights positive and differentiable
at `β` and `Z_F > 0`, the sampled energy minus `E_B` is `s Z_F (E_F - E_B) / (Z_B + s Z_F)`. -/
theorem sampled_energy_bias {w : Perm α → ℝ → ℝ} {β : ℝ} (σ₀ : Perm α) (hw : ∀ σ, 0 < w σ β)
    (hd : ∀ σ, DifferentiableAt ℝ (w σ) β) (hF : 0 < fermionZ w β) :
    sampledEnergy threeCycles σ₀ w β - energy (bosonZ w) β
      = parity σ₀ * fermionZ w β * (energy (fermionZ w) β - energy (bosonZ w) β)
        / (bosonZ w β + parity σ₀ * fermionZ w β) := by
  -- the signed analogue of `boson_mul_energy`
  have hFE : fermionZ w β * energy (fermionZ w) β
      = ∑ σ, parity σ * (w σ β * energy (w σ) β) := by
    have h : HasDerivAt (fun b => ∑ σ, parity σ * w σ b) (∑ σ, parity σ * deriv (w σ) β) β :=
      HasDerivAt.fun_sum fun σ _ => (hd σ).hasDerivAt.const_mul (parity σ)
    rw [mul_energy (Z := fermionZ w) h hF.ne', ← Finset.sum_neg_distrib]
    refine Finset.sum_congr rfl fun σ _ => ?_
    rw [mul_energy (hd σ).hasDerivAt (hw σ).ne']
    ring
  -- the sampled sector has positive total weight, since it contains the start
  have hp : 0 < (bosonZ w β + parity σ₀ * fermionZ w β) / 2 := by
    classical
    refine lt_of_lt_of_eq ?_ (sector_sum σ₀ fun σ => w σ β)
    exact Finset.sum_pos (fun σ _ => hw σ)
      ⟨σ₀, Finset.mem_filter.2 ⟨Finset.mem_univ _, Relation.ReflTransGen.refl⟩⟩
  have hne : bosonZ w β + parity σ₀ * fermionZ w β ≠ 0 := by
    intro h
    linarith
  have hS : sampledEnergy threeCycles σ₀ w β
      = ((bosonZ w β * energy (bosonZ w) β
          + parity σ₀ * (fermionZ w β * energy (fermionZ w) β)) / 2)
        / ((bosonZ w β + parity σ₀ * fermionZ w β) / 2) := by
    rw [boson_mul_energy hw hd, hFE]
    exact congrArg₂ (· / ·) (sector_sum σ₀ fun σ => w σ β * energy (w σ) β)
      (sector_sum σ₀ fun σ => w σ β)
  rw [hS]
  field_simp
  ring

/-- Three-cycle sampling from the identity: for weights positive and differentiable at `β` and
`Z_F > 0`, the sampled energy minus `E_B` is `Z_F (E_F - E_B) / (Z_B + Z_F)`. -/
theorem sampled_energy_bias_identity {w : Perm α → ℝ → ℝ} {β : ℝ} (hw : ∀ σ, 0 < w σ β)
    (hd : ∀ σ, DifferentiableAt ℝ (w σ) β) (hF : 0 < fermionZ w β) :
    sampledEnergy threeCycles 1 w β - energy (bosonZ w) β
      = fermionZ w β * (energy (fermionZ w) β - energy (bosonZ w) β)
        / (bosonZ w β + fermionZ w β) := by
  have h1 : parity (1 : Perm α) = 1 := by simp [parity]
  have h := sampled_energy_bias 1 hw hd hF
  rwa [h1, one_mul] at h

/-- For weights positive and differentiable at `β` and `Z_F > 0`, three-cycle sampling from the
identity gives the bosonic energy exactly when `E_F = E_B`. -/
theorem unbiased_iff {w : Perm α → ℝ → ℝ} {β : ℝ} (hw : ∀ σ, 0 < w σ β)
    (hd : ∀ σ, DifferentiableAt ℝ (w σ) β) (hF : 0 < fermionZ w β) :
    sampledEnergy threeCycles 1 w β = energy (bosonZ w) β
      ↔ energy (fermionZ w) β = energy (bosonZ w) β := by
  have hb := sampled_energy_bias_identity hw hd hF
  have hB : 0 < bosonZ w β := Finset.sum_pos (fun σ _ => hw σ) Finset.univ_nonempty
  constructor
  · intro h
    rw [h, sub_self] at hb
    rcases div_eq_zero_iff.1 hb.symm with h1 | h1
    · exact sub_eq_zero.1 ((mul_eq_zero.1 h1).resolve_left hF.ne')
    · linarith
  · intro h
    rw [h, sub_self, mul_zero, zero_div] at hb
    linarith

/-- With pair exchanges added to the three-cycles, the sampled energy from any start is the
bosonic energy, for weights positive and differentiable at `β`. -/
theorem pair_exchanges_remove_bias {w : Perm α → ℝ → ℝ} {β : ℝ} (σ₀ : Perm α)
    (hw : ∀ σ, 0 < w σ β) (hd : ∀ σ, DifferentiableAt ℝ (w σ) β) :
    sampledEnergy (threeCycles ∪ pairExchanges) σ₀ w β = energy (bosonZ w) β := by
  -- pair exchanges generate the whole symmetric group
  have hall : ∀ σ, Reachable (threeCycles ∪ pairExchanges) σ₀ σ := by
    intro σ
    have hc : Subgroup.closure (pairExchanges : Set (Perm α)) = ⊤ := closure_isSwap
    refine (reachable_iff_mem_closure ?_ σ₀ σ).2
      (Subgroup.closure_mono Set.subset_union_right (by rw [hc]; exact Subgroup.mem_top _))
    rintro m (hm | ⟨x, y, hxy, rfl⟩)
    · exact Or.inl (IsThreeCycle.inv hm)
    · exact Or.inr ⟨x, y, hxy, swap_inv x y⟩
  have hB : 0 < bosonZ w β := Finset.sum_pos (fun σ _ => hw σ) Finset.univ_nonempty
  classical
  have hf : (Finset.univ.filter fun σ => Reachable (threeCycles ∪ pairExchanges) σ₀ σ)
      = Finset.univ := Finset.filter_true_of_mem fun σ _ => hall σ
  unfold sampledEnergy
  rw [hf, ← boson_mul_energy hw hd]
  exact mul_div_cancel_left₀ _ hB.ne'

end

end PermutationUpdateErgodicity
```

```lean
#print axioms PermutationUpdateErgodicity.pair_exchange_not_reachable
#print axioms PermutationUpdateErgodicity.sampled_energy_bias_identity
#print axioms PermutationUpdateErgodicity.unbiased_iff
#print axioms PermutationUpdateErgodicity.pair_exchanges_remove_bias
```

```
'PermutationUpdateErgodicity.pair_exchange_not_reachable' depends on axioms: [propext, Classical.choice, Quot.sound]
'PermutationUpdateErgodicity.sampled_energy_bias_identity' depends on axioms: [propext, Classical.choice, Quot.sound]
'PermutationUpdateErgodicity.unbiased_iff' depends on axioms: [propext, Classical.choice, Quot.sound]
'PermutationUpdateErgodicity.pair_exchanges_remove_bias' depends on axioms: [propext, Classical.choice, Quot.sound]
```

### What the theorems say about the simulation

The particles are the elements of a finite type `α`, and `Perm α` is the set of their permutations. `Reachable M σ τ` says that finitely many left multiplications by moves from `M` turn `σ` into `τ`. The function `w` gives each permutation a weight depending on `β`; in the application it is the path integral with that permutation of the endpoints. A common factor $1/N!$ can be absorbed into `w` and doesn't affect the energies. The name `parity` means the sign $\pm1$ as a real number, not spatial parity.

`energy` is $-(\log Z)'$. Applied to `bosonZ w` or `fermionZ w` it gives $E_B$ or $E_F$, and applied to a single weight `w σ` it gives the estimator. `sampledEnergy` is defined as the weighted average over reachable permutations, so the shift is derived and not built in.

`sampled_energy_bias` is the formula for any start, and `sampled_energy_bias_identity` is the case of your run. The hypotheses `hw` and `hd` ask for positivity and differentiability at the one value `β`. Positivity lets the weights act as probabilities. The hypothesis `hF` asks for $Z_F>0$. Physically, $Z_F$ is, up to a positive factor, the trace of $e^{-\beta H}$, with $H$ the Hamiltonian, over antisymmetric states; arbitrary positive weights need not have a positive signed sum, so this is assumed.

Three further theorems complete the answer:

- `pair_exchange_not_reachable`: from any permutation, three-cycles never reach the one that differs from it by a single exchange of two distinct particles.
- `unbiased_iff`: under the same hypotheses, a run from the identity gives $E_B$ exactly when $E_F=E_B$.
- `pair_exchanges_remove_bias`: with pair exchanges added to the moves, the sampled energy is $E_B$ from any start, and $Z_F>0$ is not needed.

With fewer than three particles there are no three-cycles, the permutation never changes, and the formulas still hold.

The step left to the simulation is that its long-time average equals `sampledEnergy`. This holds if the path moves and acceptance rules can visit all paths of all reachable permutations and sample them with the correct weights.

### How the Lean proof is assembled

`reachable_iff_mem_closure` identifies reachability with membership of $\tau\sigma^{-1}$ in the group generated by the moves. One direction is induction along the chain of updates. The other is induction over the generated group, where `key` carries both the chain that applies an element and the chain that undoes it; the case of an inverse then just swaps the two. `reachable_threeCycles_iff` adds Mathlib's theorem that three-cycles generate the alternating group, which is the grouping of exchanges shown above.

`sector_sum` proves the half-sum identity term by term, in four cases for the signs of the start and of the summed permutation. `mul_energy` is the relation $ZE=-Z'$. `boson_mul_energy` applies it to the unsigned sum and to each weight, and `hFE` inside the main proof does the same for the signed sum.

In `sampled_energy_bias`, `hp` shows that the sector weight is positive and `hS` writes the sampled energy as the quotient of two half-sums. `field_simp` and `ring` then carry out the final subtraction. For `unbiased_iff`, a vanishing shift forces $E_F-E_B=0$ because $Z_F$ is nonzero. For `pair_exchanges_remove_bias`, the pair exchanges generate all permutations, so the restricted sums become full sums and `boson_mul_energy` gives $E_B$.
